# The three-axis mean of a collinear magnet's bilinear energy is a Heisenberg energy plus a constant

To find out what the energies of collinear states say about the exchange tensors of an anisotropic magnet, we describe each spin by a real three-component vector and treat a collinear state as the special case in which every spin is $+n$ or $-n$ for a common axis $n$. The energy is defined for all vector configurations, so its Ising form on collinear states is derived and not put in at the start.

With spin–orbit coupling, the exchange between sites $i$ and $j$ is a $3\times3$ tensor $J_{ij}$, and the energy of an up–down pattern can depend on the axis along which it is laid. For classical spins with bilinear exchange and quadratic on-site anisotropy, the mean over any three orthonormal axes removes this dependence. What remains is a Heisenberg energy with couplings $\operatorname{tr}(J_{ij})/3$ and a constant that is the same for every pattern.

```lean
import Mathlib

open Matrix

namespace CollinearAnisotropicExchange

noncomputable section
```

## Spins, tensors and energies

There are $N$ sites, and each bond is counted once, as a pair $i<j$.

```lean
/-- The pairs of sites `i < j`, each bond counted once. -/
def pairs (N : ℕ) : Finset (Fin N × Fin N) :=
  Finset.univ.filter fun p => p.1 < p.2
```

With on-site tensors $A_i$ and vector spins $S_i$, the energy is
$$E(S)=\sum_{i<j} S_i\cdot J_{ij}S_j+\sum_i S_i\cdot A_iS_i .$$
A positive isotropic coupling therefore favours antiparallel spins. In Lean, `⬝ᵥ` is the dot product and `*ᵥ` applies a matrix to a vector. The tensors are arbitrary real matrices, so $J_{ij}$ may contain a Dzyaloshinskii–Moriya part, which is its antisymmetric part. Only the entries of `J` with $i<j$ enter.

```lean
/-- Energy of classical vector spins `S i` with exchange tensors `J i j` on the bonds
and on-site anisotropy tensors `A i`. -/
def spinEnergy {N : ℕ} (J : Fin N → Fin N → Matrix (Fin 3) (Fin 3) ℝ)
    (A : Fin N → Matrix (Fin 3) (Fin 3) ℝ) (S : Fin N → Fin 3 → ℝ) : ℝ :=
  (∑ p ∈ pairs N, S p.1 ⬝ᵥ (J p.1 p.2 *ᵥ S p.2)) + ∑ i, S i ⬝ᵥ (A i *ᵥ S i)
```

The Heisenberg energy has scalar couplings $K_{ij}$ and the same counting of bonds: $\sum_{i<j}K_{ij}\,S_i\cdot S_j$.

```lean
/-- Heisenberg energy of classical vector spins with scalar couplings `K i j`. -/
def heisenbergEnergy {N : ℕ} (K : Fin N → Fin N → ℝ) (S : Fin N → Fin 3 → ℝ) : ℝ :=
  ∑ p ∈ pairs N, K p.1 p.2 * (S p.1 ⬝ᵥ S p.2)
```

The Ising energy depends on the signs alone: $\sum_{i<j}K_{ij}s_is_j$.

```lean
/-- Ising energy of a pattern `s` with scalar couplings `K i j`. -/
def isingEnergy {N : ℕ} (K : Fin N → Fin N → ℝ) (s : Fin N → ℝ) : ℝ :=
  ∑ p ∈ pairs N, K p.1 p.2 * (s p.1 * s p.2)
```

The signs are real numbers, and a separate condition restricts them to $s_i=\pm1$.

```lean
/-- A pattern of up and down spins: every `s i` is `1` or `-1`. -/
def IsPattern {N : ℕ} (s : Fin N → ℝ) : Prop := ∀ i, s i = 1 ∨ s i = -1
```

A pattern $s$ and an axis $n$ together give the collinear state $S_i=s_in$.

```lean
/-- The collinear state with spin `s i` times `n` on site `i`. -/
def collinear {N : ℕ} (s : Fin N → ℝ) (n : Fin 3 → ℝ) : Fin N → Fin 3 → ℝ :=
  fun i => s i • n
```

Three axes $e_a$, with $a=0,1,2$ in Lean's numbering, are orthonormal when $e_a\cdot e_b=\delta_{ab}$. Left-handed triples are allowed.

```lean
/-- Three mutually orthogonal unit axes. -/
def IsAxisTriple (e : Fin 3 → Fin 3 → ℝ) : Prop :=
  ∀ a b, e a ⬝ᵥ e b = if a = b then 1 else 0
```

To extract a single coupling we also need to reverse one spin of a pattern.

```lean
/-- The pattern `s` with the spin on site `i` reversed. -/
def flipSpin {N : ℕ} (i : Fin N) (s : Fin N → ℝ) : Fin N → ℝ :=
  fun k => if k = i then -s k else s k
```

In the collinear form used here, the four-state energy mapping compares a pattern with the three patterns obtained by reversing spin $i$, spin $j$, or both:
$$\tfrac14\,s_is_j\left[E(s)-E(s^{(i)})-E(s^{(j)})+E(s^{(ij)})\right].$$
Here a superscript lists the reversed spins, and all four states lie along the same axis $n$. The prefactor $s_is_j$ makes the formula valid for any starting pattern.

```lean
/-- Four-state estimate of the coupling between sites `i` and `j` along `n`, from the energies
of the pattern `s` and of the patterns with spin `i`, spin `j`, or both reversed. -/
def fourState {N : ℕ} (J : Fin N → Fin N → Matrix (Fin 3) (Fin 3) ℝ)
    (A : Fin N → Matrix (Fin 3) (Fin 3) ℝ) (s : Fin N → ℝ) (i j : Fin N)
    (n : Fin 3 → ℝ) : ℝ :=
  s i * s j * (spinEnergy J A (collinear s n) - spinEnergy J A (collinear (flipSpin i s) n)
    - spinEnergy J A (collinear (flipSpin j s) n)
    + spinEnergy J A (collinear (flipSpin i (flipSpin j s)) n)) / 4
```

The axes need not follow the crystal frame. Turning $x$ and $y$ about $z$ by the angle with cosine $3/5$ and sine $4/5$ gives an orthonormal triple with rational components, which is checked entry by entry.

```lean
variable {N : ℕ} (J : Fin N → Fin N → Matrix (Fin 3) (Fin 3) ℝ)
  (A : Fin N → Matrix (Fin 3) (Fin 3) ℝ)

/-- The axes obtained by rotating the x and y axes about z, with cosine 3/5 and sine 4/5,
are an orthonormal triple. -/
theorem isAxisTriple_witness :
    IsAxisTriple ![![3/5, 4/5, 0], ![-4/5, 3/5, 0], ![0, 0, 1]] := by
  intro a b
  fin_cases a <;> fin_cases b <;> simp [dotProduct, Fin.sum_univ_three] <;> norm_num
```

## Three diagonal components make a trace

Let $R$ be the matrix whose rows are the axes $e_a$. Orthonormality says $RR^{T}=1$, and for a square matrix this implies $R^{T}R=1$. For any tensor $M$,
$$\sum_a e_a\cdot Me_a=\operatorname{tr}(RMR^{T})=\operatorname{tr}(MR^{T}R)=\operatorname{tr}M .$$

```lean
/-- The diagonal components of a tensor along three orthonormal axes add up to its trace. -/
theorem sum_axes {e : Fin 3 → Fin 3 → ℝ} (he : IsAxisTriple e)
    (M : Matrix (Fin 3) (Fin 3) ℝ) : ∑ a, e a ⬝ᵥ (M *ᵥ e a) = M.trace := by
  -- the axes are the rows of an orthogonal matrix
  have h1 : Matrix.of e * (Matrix.of e)ᵀ = 1 := by
    ext a b
    rw [Matrix.one_apply]
    exact he a b
  have h2 : (Matrix.of e)ᵀ * Matrix.of e = 1 := mul_eq_one_comm.mp h1
  calc ∑ a, e a ⬝ᵥ (M *ᵥ e a) = (Matrix.of e * (M * (Matrix.of e)ᵀ)).trace := rfl
    _ = M.trace := by rw [Matrix.trace_mul_comm, Matrix.mul_assoc, h2, Matrix.mul_one]
```

The device to look at here is `mul_eq_one_comm`, which for square real matrices states that $XY=1$ holds exactly when $YX=1$. The hypothesis `he` speaks about the rows: the axes are mutually orthogonal unit vectors. The trace argument needs the other product, whose entries say $\sum_a (e_a)_k(e_a)_l=\delta_{kl}$, the completeness relation. The lemma thus carries the step from "three orthonormal vectors" to "a basis of space". It relies on finite dimension: in an infinite-dimensional space an orthonormal sequence can fail to be complete. The first equality of the calculation is closed by `rfl`, because the diagonal entries of $R(MR^{T})$ unfold to the numbers $e_a\cdot Me_a$.

## Along one axis the magnet is an Ising model

Insert $S_i=s_in$ into the energy. The signs come out of the products, and $s_i^2=1$ removes them from the on-site term:
$$E(s,n)=\sum_{i<j}(n\cdot J_{ij}n)\,s_is_j+\sum_i n\cdot A_in .$$
The antisymmetric part of $J_{ij}$ contributes nothing to $n\cdot J_{ij}n$. The identity holds for any vector $n$; a unit vector gives spins of unit length.

The proof treats the two sums separately. In the bond sum `ring` only reorders factors, while the on-site sum uses `h`, the statement $s_i^2=1$.

```lean
/-- For a collinear pattern of up and down spins along `n`, the energy is an Ising energy with
couplings `n · J i j n` plus an on-site term that does not depend on the pattern. -/
theorem spinEnergy_collinear {s : Fin N → ℝ} (hs : IsPattern s) (n : Fin 3 → ℝ) :
    spinEnergy J A (collinear s n)
      = isingEnergy (fun i j => n ⬝ᵥ (J i j *ᵥ n)) s + ∑ i, n ⬝ᵥ (A i *ᵥ n) := by
  unfold spinEnergy isingEnergy collinear
  refine congrArg₂ (· + ·) (Finset.sum_congr rfl fun p _ => ?_)
    (Finset.sum_congr rfl fun i _ => ?_)
  · simp only [Matrix.mulVec_smul, smul_dotProduct, dotProduct_smul, smul_eq_mul]
    ring
  · have h : s i * s i = 1 := by rcases hs i with h | h <;> rw [h] <;> norm_num
    simp only [Matrix.mulVec_smul, smul_dotProduct, dotProduct_smul, smul_eq_mul]
    linear_combination (n ⬝ᵥ (A i *ᵥ n)) * h
```

## The mean over three axes

Sum the Ising form over the axes, exchange the order of summation, and apply the trace identity to each tensor:
$$\sum_aE(s,e_a)=\sum_{i<j}\operatorname{tr}(J_{ij})\,s_is_j+\sum_i\operatorname{tr}A_i .$$
For any unit vector $m$ we have $(s_im)\cdot(s_jm)=s_is_j$, so division by three gives
$$\frac13\sum_aE(s,e_a)=\sum_{i<j}\frac{\operatorname{tr}J_{ij}}3\,(s_im)\cdot(s_jm)+\sum_i\frac{\operatorname{tr}A_i}3 .$$

The theorem states this for every number of sites, every pattern (`hs`), every orthonormal triple (`he`) and every unit axis `m` (`hm`). The axis `m` need not belong to the triple, since a Heisenberg energy does not depend on the common direction of a collinear state. In the proof, `Finset.sum_comm` exchanges the sums, `sum_axes` supplies the traces, and `hm` is used at the end to evaluate the Heisenberg side.

```lean
/-- The energy of a collinear pattern of up and down spins, averaged over three orthonormal
axes, is the Heisenberg energy of that pattern along any unit axis `m` with couplings
`tr (J i j) / 3`, plus the constant `∑ i, tr (A i) / 3`. -/
theorem axis_mean_eq_heisenberg {s : Fin N → ℝ} (hs : IsPattern s)
    {e : Fin 3 → Fin 3 → ℝ} (he : IsAxisTriple e) {m : Fin 3 → ℝ} (hm : m ⬝ᵥ m = 1) :
    (∑ a, spinEnergy J A (collinear s (e a))) / 3
      = heisenbergEnergy (fun i j => (J i j).trace / 3) (collinear s m)
        + ∑ i, (A i).trace / 3 := by
  -- exchange the sum over axes with the sums over bonds and sites
  have h : ∑ a, spinEnergy J A (collinear s (e a))
      = (∑ p ∈ pairs N, (J p.1 p.2).trace * (s p.1 * s p.2)) + ∑ i, (A i).trace := by
    simp only [spinEnergy_collinear J A hs, isingEnergy, Finset.sum_add_distrib]
    refine congrArg₂ (· + ·) ?_ ?_
    · rw [Finset.sum_comm]
      exact Finset.sum_congr rfl fun p _ => by rw [← Finset.sum_mul, sum_axes he]
    · rw [Finset.sum_comm]
      exact Finset.sum_congr rfl fun i _ => sum_axes he (A i)
  rw [h, add_div, Finset.sum_div, Finset.sum_div]
  refine congrArg₂ (· + ·) (Finset.sum_congr rfl fun p _ => ?_) rfl
  simp only [collinear, smul_dotProduct, dotProduct_smul, smul_eq_mul, hm]
  ring
```

The constant cancels when two patterns are compared. In electronic-structure work this bears on fitting isotropic couplings to spin–orbit total energies for several moment directions, provided that those energies follow the classical bilinear form above. That proviso is the step from the model to a material: one fixed set of tensors has to describe all the states compared. Biquadratic or four-spin terms and a magnetic field lie beyond this energy function, and moments that change length with the pattern lie outside the collinear states $S_i=\pm n$ of the theorem.

## Isolating one bond with four states

Take a bond $k<l$ in an Ising energy. Let $\epsilon_i=-1$ if site $i$ belongs to this bond and $\epsilon_i=1$ otherwise, and define $\epsilon_j$ likewise. The alternating sum multiplies the bond's energy by
$$1-\epsilon_i-\epsilon_j+\epsilon_i\epsilon_j=(1-\epsilon_i)(1-\epsilon_j).$$
This is $4$ if the bond contains both $i$ and $j$, and $0$ otherwise. For $i<j$ only the bond $(i,j)$ survives, with the value $4K_{ij}s_is_j$.

Lean merges the four sums into one, and `Finset.sum_eq_single` reduces it to that bond. For the other bonds `split_ifs` runs through the possible coincidences of sites: `omega` rules out those that contradict the ordering or would give back the bond $(i,j)$ itself, and `ring` confirms that the rest cancel.

```lean
/-- In an Ising energy, the alternating sum over reversals of two spins `i < j` keeps only
the bond between them. -/
theorem isingEnergy_four_state (K : Fin N → Fin N → ℝ) (s : Fin N → ℝ) {i j : Fin N}
    (hij : i < j) :
    isingEnergy K s - isingEnergy K (flipSpin i s) - isingEnergy K (flipSpin j s)
      + isingEnergy K (flipSpin i (flipSpin j s)) = 4 * (K i j * (s i * s j)) := by
  unfold isingEnergy
  rw [← Finset.sum_sub_distrib, ← Finset.sum_sub_distrib, ← Finset.sum_add_distrib,
    Finset.sum_eq_single (i, j)]
  · simp only [flipSpin, hij.ne, hij.ne', ↓reduceIte]
    ring
  · rintro ⟨k, l⟩ hp hne
    have hkl : k < l := by simpa [pairs] using hp
    have hne' : ¬(k = i ∧ l = j) := fun h => hne (by rw [h.1, h.2])
    simp only [flipSpin]
    -- each case is excluded by the ordering of the sites or by `hne'`, or else it cancels
    split_ifs <;> first | omega | ring
  · intro h
    exact (h (by simp [pairs, hij])).elim
```

The Ising form can be applied to all four states because reversing a spin turns a pattern of signs $\pm1$ into another such pattern.

```lean
/-- Reversing one spin of a pattern of up and down spins gives such a pattern again. -/
theorem IsPattern.flipSpin {s : Fin N → ℝ} (hs : IsPattern s) (i : Fin N) :
    IsPattern (flipSpin i s) := by
  intro k
  unfold CollinearAnisotropicExchange.flipSpin
  split_ifs
  · rcases hs k with h | h <;> simp [h]
  · exact hs k
```

The on-site terms are equal in the four states and enter with signs $+,-,-,+$, so they cancel. The estimate along one axis is therefore
$$\tfrac14\,s_is_j\cdot4\,(n\cdot J_{ij}n)\,s_is_j=n\cdot J_{ij}n ,$$
and its mean over an orthonormal triple is $\operatorname{tr}(J_{ij})/3$. Neither the on-site tensors nor any other spins affect the result. In the proof, the inner statement `h` is the single-axis formula. Its `linear_combination` joins the alternating sum `key` with $s_i^2=1$ and $s_j^2=1$, and `sum_axes` then takes the mean.

```lean
/-- For sites `i < j` in a pattern of up and down spins, the four-state estimate averaged over
three orthonormal axes is `tr (J i j) / 3`. -/
theorem four_state_axis_mean {s : Fin N → ℝ} (hs : IsPattern s) {i j : Fin N} (hij : i < j)
    {e : Fin 3 → Fin 3 → ℝ} (he : IsAxisTriple e) :
    (∑ a, fourState J A s i j (e a)) / 3 = (J i j).trace / 3 := by
  have hi : s i * s i = 1 := by rcases hs i with h | h <;> rw [h] <;> norm_num
  have hj : s j * s j = 1 := by rcases hs j with h | h <;> rw [h] <;> norm_num
  -- along each single axis the estimate is the diagonal component of the tensor
  have h : ∀ n, fourState J A s i j n = n ⬝ᵥ (J i j *ᵥ n) := by
    intro n
    have key := isingEnergy_four_state (fun i j => n ⬝ᵥ (J i j *ᵥ n)) s hij
    unfold fourState
    rw [spinEnergy_collinear J A hs, spinEnergy_collinear J A (hs.flipSpin i),
      spinEnergy_collinear J A (hs.flipSpin j),
      spinEnergy_collinear J A ((hs.flipSpin j).flipSpin i)]
    linear_combination (s i * s j / 4) * key
      + (n ⬝ᵥ (J i j *ᵥ n)) * (s j * s j) * hi + (n ⬝ᵥ (J i j *ᵥ n)) * hj
  simp only [h, sum_axes he]
```

## When one axis is enough

A single axis gives $n\cdot Mn$, which in general differs from $\operatorname{tr}(M)/3$. The two agree for every unit vector $n$ exactly when
$$M+M^{T}=\tfrac23\operatorname{tr}(M)\,1 ,$$
that is, when the symmetric part of $M$ is isotropic. The antisymmetric part is unrestricted, so a Dzyaloshinskii–Moriya term does not spoil the agreement.

Suppose first that the two agree for every unit vector. The coordinate axes give $M_{00}=M_{11}=M_{22}=\operatorname{tr}(M)/3$. The tilted axis $(3/5,4/5,0)$ gives
$$\tfrac{9}{25}M_{00}+\tfrac{16}{25}M_{11}+\tfrac{12}{25}(M_{01}+M_{10})=\tfrac13\operatorname{tr}M ,$$
hence $M_{01}+M_{10}=0$. Two similar axes settle the other off-diagonal pairs. These are the six hypotheses `hx` to `hyz`, which `linarith` combines for each matrix entry.

Conversely, $n\cdot(M+M^{T})n=2\,n\cdot Mn$. If the symmetric part is isotropic and $n$ is a unit vector, the left side is $\tfrac23\operatorname{tr}M$, and halving it gives the claim.

The condition concerns all directions at once. An anisotropic tensor can still have particular axes that give the right value: for a diagonal $M$, the direction $(1,1,1)/\sqrt3$ is one.

```lean
/-- Every single unit axis already gives one third of the trace of a tensor exactly when
the symmetric part of the tensor is isotropic. -/
theorem single_axis_iff_isotropic (M : Matrix (Fin 3) (Fin 3) ℝ) :
    (∀ n : Fin 3 → ℝ, n ⬝ᵥ n = 1 → n ⬝ᵥ (M *ᵥ n) = M.trace / 3)
      ↔ M + Mᵀ = (2 * M.trace / 3) • (1 : Matrix (Fin 3) (Fin 3) ℝ) := by
  constructor
  · intro h
    have h' : ∀ x y z : ℝ, x * x + y * y + z * z = 1 →
        x * (M 0 0 * x + M 0 1 * y + M 0 2 * z) + y * (M 1 0 * x + M 1 1 * y + M 1 2 * z)
          + z * (M 2 0 * x + M 2 1 * y + M 2 2 * z) = M.trace / 3 := by
      intro x y z hn
      have h1 := h ![x, y, z] (by simp only [dotProduct, Fin.sum_univ_three]; exact hn)
      simp only [dotProduct, Matrix.mulVec, Fin.sum_univ_three] at h1
      exact h1
    -- three coordinate axes and three tilted ones fix the symmetric part
    have hx := h' 1 0 0 (by norm_num)
    have hy := h' 0 1 0 (by norm_num)
    have hz := h' 0 0 1 (by norm_num)
    have hxy := h' (3/5) (4/5) 0 (by norm_num)
    have hxz := h' (3/5) 0 (4/5) (by norm_num)
    have hyz := h' 0 (3/5) (4/5) (by norm_num)
    ext i j
    fin_cases i <;> fin_cases j <;> simp <;> linarith
  · intro h n hn
    have e : n ⬝ᵥ ((M + Mᵀ) *ᵥ n) = 2 * (n ⬝ᵥ (M *ᵥ n)) := by
      simp only [dotProduct, Matrix.mulVec, Fin.sum_univ_three, Matrix.add_apply,
        Matrix.transpose_apply]
      ring
    rw [h, Matrix.smul_mulVec, Matrix.one_mulVec, dotProduct_smul, hn, smul_eq_mul] at e
    linarith

end

end CollinearAnisotropicExchange
```

```lean
#print axioms CollinearAnisotropicExchange.axis_mean_eq_heisenberg
#print axioms CollinearAnisotropicExchange.four_state_axis_mean
#print axioms CollinearAnisotropicExchange.single_axis_iff_isotropic
```

```
'CollinearAnisotropicExchange.axis_mean_eq_heisenberg' depends on axioms: [propext, Classical.choice, Quot.sound]
'CollinearAnisotropicExchange.four_state_axis_mean' depends on axioms: [propext, Classical.choice, Quot.sound]
'CollinearAnisotropicExchange.single_axis_iff_isotropic' depends on axioms: [propext, Classical.choice, Quot.sound]
```
